# Antisymmetrizing one factor first leaves the antisymmetrized product unchanged, and the normalized wedge product is associative

Let $F(x_1,\dots,x_m)$ and $G(y_1,\dots,y_n)$ be complex wavefunctions of two groups of electrons, where each coordinate stands for the position and spin of one electron. To combine the groups, form $(FG)(x,y)=F(x)G(y)$ and antisymmetrize. For $N$ particles, with $(x\circ s)_i=x_{s(i)}$,

$$(\mathrm{Asym}\,F)(x)=\frac1{N!}\sum_{s\in S_N}\mathrm{sgn}(s)\,F(x\circ s),$$

$$F\wedge G=c_{m,n}\,\mathrm{Asym}(FG),\qquad c_{m,n}=\sqrt{\frac{(m+n)!}{m!\,n!}}.$$

The square root is the convention suited to Slater determinants; differential geometry often uses the ratio without the root.

## One antisymmetrization is enough

For all $F$, $G$ and $H$, antisymmetric or not,

$$\mathrm{Asym}((\mathrm{Asym}\,F)\,G)=\mathrm{Asym}(FG)=\mathrm{Asym}(F\,(\mathrm{Asym}\,G)),$$

$$(F\wedge G)\wedge H=F\wedge(G\wedge H).$$

This is useful when a wavefunction of fixed, finite particle number is assembled from fragments or geminals: if the whole product is antisymmetrized, the factors need no separate antisymmetrization, and the grouping in the wedge product does not matter. The prefactor does matter. With $1/\sqrt{N!}$ in place of $1/N!$ in the antisymmetrizer, the first identity acquires a factor $\sqrt{m!}$.

## From a change of summation variable to associativity

Write $(P_tF)(x)=F(x\circ t)$. Substituting $r=st$, so that $\mathrm{sgn}(s)=\mathrm{sgn}(r)\,\mathrm{sgn}(t)$, gives

$$\mathrm{Asym}(P_tF)(x)=\frac1{N!}\sum_s\mathrm{sgn}(s)F(x\circ st)=\mathrm{sgn}(t)\,(\mathrm{Asym}\,F)(x).$$

For a nonempty finite family of permutations $g_\tau$, $\tau\in T$, linearity then gives

$$\mathrm{Asym}\Big(\frac1{|T|}\sum_\tau\mathrm{sgn}(g_\tau)P_{g_\tau}F\Big)=\frac1{|T|}\sum_\tau\mathrm{sgn}(g_\tau)^2\,\mathrm{Asym}\,F=\mathrm{Asym}\,F.$$

Let $s\oplus1$ permute the first group by $s$ and fix the second. Its sign is $\mathrm{sgn}(s)$, and

$$(\mathrm{Asym}\,F)\,G=\frac1{m!}\sum_{s\in S_m}\mathrm{sgn}(s)\,P_{s\oplus1}(FG).$$

This is such an average, so the full antisymmetrizer absorbs it. Using $1\oplus s$ gives the law for the second factor.

If $H$ has $p$ particles, absorption reduces the two bracketings to $c_{m+n,p}\,c_{m,n}\,\mathrm{Asym}(FGH)$ and $c_{m,n+p}\,c_{n,p}\,\mathrm{Asym}(FGH)$. Both prefactors equal $\sqrt{(m+n+p)!/(m!\,n!\,p!)}$.

For orbitals $\varphi_i$, expanding the determinant gives

$$D_\varphi=\frac1{\sqrt{N!}}\det[\varphi_j(x_i)]=\sqrt{N!}\,\mathrm{Asym}\Big(\prod_i\varphi_i(x_i)\Big).$$

For lists of $m$ and $n$ orbitals, absorption on both sides and $c_{m,n}\sqrt{m!\,n!}=\sqrt{(m+n)!}$ yield $D_\varphi\wedge D_\psi=D_{(\varphi,\psi)}$.

## The Lean source

```lean
import Mathlib

open Equiv (Perm)

local notation:10000 n "!" => Nat.factorial n

namespace AntisymmetrizerWedge

noncomputable section

variable {X ι κ μ : Type*} [Fintype ι] [DecidableEq ι] [Fintype κ] [DecidableEq κ]
  [Fintype μ] [DecidableEq μ]

/-- The sign of a permutation of particle labels, as a complex number. -/
def sgn (s : Perm ι) : ℂ := ((Equiv.Perm.sign s : ℤ) : ℂ)

/-- The antisymmetrizer: the signed average of a wavefunction over all permutations
of its particle labels. -/
def asym (F : (ι → X) → ℂ) : (ι → X) → ℂ := fun x =>
  ((Fintype.card ι)! : ℂ)⁻¹ * ∑ s : Perm ι, sgn s * F (fun i => x (s i))

/-- The product `F(x) G(y)` of the wavefunctions of two groups of particles. -/
def tensor (F : (ι → X) → ℂ) (G : (κ → X) → ℂ) : (ι ⊕ κ → X) → ℂ := fun x =>
  F (fun i => x (Sum.inl i)) * G (fun j => x (Sum.inr j))

/-- The same wavefunction with its particles renamed along a bijection of labels. -/
def relabel (e : ι ≃ κ) (F : (ι → X) → ℂ) : (κ → X) → ℂ := fun x => F (fun i => x (e i))

/-- The prefactor `√((m+n)! / (m! n!))` of the wedge product. -/
def wedgeNorm (m n : ℕ) : ℝ := √(((m + n)! : ℝ) / ((m ! : ℝ) * (n ! : ℝ)))

/-- The normalized wedge product: the antisymmetrized product of an `m`-particle and an
`n`-particle wavefunction, times `√((m+n)! / (m! n!))`. -/
def wedge (F : (ι → X) → ℂ) (G : (κ → X) → ℂ) : (ι ⊕ κ → X) → ℂ :=
  (wedgeNorm (Fintype.card ι) (Fintype.card κ) : ℂ) • asym (tensor F G)

/-- The Slater determinant of the orbitals `φ i`, with prefactor `1/√N!`. -/
def slater (φ : ι → X → ℂ) : (ι → X) → ℂ := fun x =>
  (((√((Fintype.card ι)! : ℝ))⁻¹ : ℝ) : ℂ) * (Matrix.of fun i j => φ j (x i)).det

/-- The sign of a permutation squares to one. -/
theorem sgn_mul_self (s : Perm ι) : sgn s * sgn s = 1 := by
  rcases Int.units_eq_one_or (Equiv.Perm.sign s) with h | h <;> simp [sgn, h]

/-- A signed average over any nonempty finite family of permutations, taken before the full
antisymmetrization, leaves the result unchanged. -/
theorem asym_average {T : Type*} [Fintype T] [Nonempty T] (g : T → Perm ι)
    (F : (ι → X) → ℂ) :
    asym (fun y => (Fintype.card T : ℂ)⁻¹ * ∑ t, sgn (g t) * F (fun i => y (g t i)))
      = asym F := by
  funext x
  -- permuting the arguments first only produces a sign
  have h : ∀ t : Perm ι, asym (fun y => F (fun i => y (t i))) x = sgn t * asym F x := by
    intro t
    simp only [asym]
    rw [← Equiv.sum_comp (Equiv.mulRight t) (fun s : Perm ι => sgn s * F (fun i => x (s i))),
      mul_left_comm]
    congr 1
    rw [Finset.mul_sum]
    refine Finset.sum_congr rfl fun s _ => ?_
    have e : sgn (s * t) = sgn s * sgn t := by simp [sgn]
    change sgn s * F (fun i => x (s (t i))) = sgn t * (sgn (s * t) * F (fun i => x (s (t i))))
    rw [e]
    linear_combination (-(sgn s * F (fun i => x (s (t i))))) * sgn_mul_self t
  have hc : (Fintype.card T : ℂ) ≠ 0 := Nat.cast_ne_zero.mpr Fintype.card_ne_zero
  have h2 : ∀ t, sgn (g t) * (sgn (g t) * asym F x) = asym F x := fun t => by
    rw [← mul_assoc, sgn_mul_self, one_mul]
  calc _ = (Fintype.card T : ℂ)⁻¹ *
        ∑ t, sgn (g t) * asym (fun y => F (fun i => y (g t i))) x := by
        simp only [asym, Finset.mul_sum]
        refine Finset.sum_comm.trans ?_
        refine Finset.sum_congr rfl fun t _ => Finset.sum_congr rfl fun s _ => ?_
        ring
    _ = asym F x := by
        simp only [h, h2, Finset.sum_const, Finset.card_univ, nsmul_eq_mul]
        exact inv_mul_cancel_left₀ hc _

/-- Antisymmetrizing the first factor alone before forming the product leaves the full
antisymmetrization unchanged: `Asym((Asym F) G) = Asym(F G)`. -/
theorem asym_tensor_left (F : (ι → X) → ℂ) (G : (κ → X) → ℂ) :
    asym (tensor (asym F) G) = asym (tensor F G) := by
  -- average over the permutations that move only the first group
  rw [← asym_average (fun s : Perm ι => Equiv.Perm.sumCongr s (1 : Perm κ)) (tensor F G)]
  congr 1
  funext y
  have e : ∀ s : Perm ι, sgn (Equiv.Perm.sumCongr s (1 : Perm κ)) = sgn s := fun s => by
    simp only [sgn, Equiv.Perm.sign_sumCongr, map_one, mul_one]
  simp only [e, tensor, asym, Fintype.card_perm]
  rw [mul_assoc, Finset.sum_mul]
  congr 1
  exact Finset.sum_congr rfl fun s _ => mul_assoc _ _ _

/-- Antisymmetrizing the second factor alone before forming the product leaves the full
antisymmetrization unchanged: `Asym(F (Asym G)) = Asym(F G)`. -/
theorem asym_tensor_right (F : (ι → X) → ℂ) (G : (κ → X) → ℂ) :
    asym (tensor F (asym G)) = asym (tensor F G) := by
  rw [← asym_average (fun s : Perm κ => Equiv.Perm.sumCongr (1 : Perm ι) s) (tensor F G)]
  congr 1
  funext y
  have e : ∀ s : Perm κ, sgn (Equiv.Perm.sumCongr (1 : Perm ι) s) = sgn s := fun s => by
    simp only [sgn, Equiv.Perm.sign_sumCongr, map_one, one_mul]
  simp only [e, tensor, asym, Fintype.card_perm]
  rw [mul_left_comm, Finset.mul_sum]
  congr 1
  exact Finset.sum_congr rfl fun s _ => mul_left_comm _ _ _

/-- Antisymmetrization commutes with renaming the particles. -/
theorem asym_relabel (e : ι ≃ κ) (F : (ι → X) → ℂ) :
    asym (relabel e F) = relabel e (asym F) := by
  funext x
  simp only [asym, relabel]
  rw [← Equiv.sum_comp e.permCongr, Fintype.card_congr e]
  congr 1
  refine Finset.sum_congr rfl fun s _ => ?_
  simp [sgn, Equiv.permCongr_apply]

/-- The law `Asym((Asym F) G) = Asym(F G)` on `X^(m+n)`, where `F` takes the first `m` coordinates
and `G` the last `n`. -/
theorem asym_mul_fin {m n : ℕ} (F : (Fin m → X) → ℂ) (G : (Fin n → X) → ℂ) :
    asym (fun x : Fin (m + n) → X =>
      asym F (fun i => x (Fin.castAdd n i)) * G (fun j => x (Fin.natAdd m j)))
    = asym (fun x : Fin (m + n) → X =>
      F (fun i => x (Fin.castAdd n i)) * G (fun j => x (Fin.natAdd m j))) := by
  have h := congrArg (relabel finSumFinEquiv) (asym_tensor_left F G)
  rw [← asym_relabel, ← asym_relabel] at h
  exact h

/-- Constant factors of the two wavefunctions pass through the antisymmetrized product. -/
theorem asym_tensor_smul (a b : ℂ) (F : (ι → X) → ℂ) (G : (κ → X) → ℂ) :
    asym (tensor (a • F) (b • G)) = (a * b) • asym (tensor F G) := by
  funext x
  simp only [asym, tensor, Pi.smul_apply, smul_eq_mul, Finset.mul_sum]
  exact Finset.sum_congr rfl fun s _ => by ring

/-- The normalized wedge product is associative, once the particle labels of the two
bracketings are identified. -/
theorem wedge_assoc (F : (ι → X) → ℂ) (G : (κ → X) → ℂ) (H : (μ → X) → ℂ) :
    relabel (Equiv.sumAssoc ι κ μ) (wedge (wedge F G) H) = wedge F (wedge G H) := by
  -- the prefactors of the two bracketings agree
  have hn : ∀ m n p : ℕ,
      wedgeNorm (m + n) p * wedgeNorm m n = wedgeNorm m (n + p) * wedgeNorm n p := by
    intro m n p
    unfold wedgeNorm
    rw [← Real.sqrt_mul (by positivity), ← Real.sqrt_mul (by positivity), add_assoc m n p]
    congr 1
    rw [div_mul_div_comm, div_mul_div_comm, div_eq_div_iff (by positivity) (by positivity)]
    ring
  have hT : relabel (Equiv.sumAssoc ι κ μ) (tensor (tensor F G) H)
      = tensor F (tensor G H) := by
    funext x
    simp only [relabel, tensor]
    exact mul_assoc _ _ _
  -- absorption removes the inner antisymmetrizers
  have h1 (c : ℂ) : asym (tensor (c • asym (tensor F G)) H)
      = c • asym (tensor (tensor F G) H) := by
    have h := asym_tensor_smul c 1 (asym (tensor F G)) H
    rwa [one_smul, mul_one, asym_tensor_left] at h
  have h2 (c : ℂ) : asym (tensor F (c • asym (tensor G H)))
      = c • asym (tensor F (tensor G H)) := by
    have h := asym_tensor_smul 1 c F (asym (tensor G H))
    rwa [one_smul, one_mul, asym_tensor_right] at h
  have hr (c : ℂ) (A : ((ι ⊕ κ) ⊕ μ → X) → ℂ) : relabel (Equiv.sumAssoc ι κ μ) (c • A)
      = c • relabel (Equiv.sumAssoc ι κ μ) A := rfl
  simp only [wedge, Fintype.card_sum]
  rw [h1, h2, smul_smul, smul_smul, hr, ← asym_relabel, hT, ← Complex.ofReal_mul,
    ← Complex.ofReal_mul, hn]

/-- A Slater determinant is `√N!` times the antisymmetrized product of its orbitals. -/
theorem slater_eq (φ : ι → X → ℂ) :
    slater φ = ((√((Fintype.card ι)! : ℝ) : ℝ) : ℂ) • asym (fun x => ∏ i, φ i (x i)) := by
  have hr : (√((Fintype.card ι)! : ℝ))⁻¹
      = √((Fintype.card ι)! : ℝ) * ((Fintype.card ι)! : ℝ)⁻¹ := by
    rw [← div_eq_mul_inv, Real.sqrt_div_self]
  funext x
  simp only [slater, asym, sgn, Pi.smul_apply, smul_eq_mul, Matrix.det_apply', Matrix.of_apply]
  rw [hr, Complex.ofReal_mul, Complex.ofReal_inv, Complex.ofReal_natCast, mul_assoc]

/-- The wedge product of two Slater determinants is the Slater determinant of the joined
list of orbitals. -/
theorem wedge_slater (φ : ι → X → ℂ) (ψ : κ → X → ℂ) :
    wedge (slater φ) (slater ψ) = slater (Sum.elim φ ψ) := by
  have hn : ∀ m n : ℕ, wedgeNorm m n * (√(m ! : ℝ) * √(n ! : ℝ)) = √((m + n)! : ℝ) := by
    intro m n
    unfold wedgeNorm
    rw [← Real.sqrt_mul (by positivity), ← Real.sqrt_mul (by positivity),
      div_mul_cancel₀ _ (by positivity)]
  have hT : tensor (fun x : ι → X => ∏ i, φ i (x i)) (fun x : κ → X => ∏ j, ψ j (x j))
      = fun x => ∏ k, Sum.elim φ ψ k (x k) := by
    funext x
    simp [tensor, Fintype.prod_sum_type]
  rw [wedge, slater_eq φ, slater_eq ψ, slater_eq (Sum.elim φ ψ), asym_tensor_smul,
    asym_tensor_left, asym_tensor_right, hT, smul_smul, Fintype.card_sum,
    ← Complex.ofReal_mul, ← Complex.ofReal_mul, hn]

end

end AntisymmetrizerWedge
```

```lean
#print axioms AntisymmetrizerWedge.asym_mul_fin
-- 'AntisymmetrizerWedge.asym_mul_fin' depends on axioms: [propext, Classical.choice, Quot.sound]
#print axioms AntisymmetrizerWedge.wedge_assoc
-- 'AntisymmetrizerWedge.wedge_assoc' depends on axioms: [propext, Classical.choice, Quot.sound]
#print axioms AntisymmetrizerWedge.wedge_slater
-- 'AntisymmetrizerWedge.wedge_slater' depends on axioms: [propext, Classical.choice, Quot.sound]
```

## Labels, lemmas and the reindexing device

Particle labels form finite types `ι`, `κ`, `μ`, and a configuration is a function `ι → X`. `tensor` is the plain product $FG$, living on the disjoint union `ι ⊕ κ`. `relabel` renames particles; in `wedge_assoc` it identifies `(ι ⊕ κ) ⊕ μ` with `ι ⊕ (κ ⊕ μ)`. `asym_mul_fin` states the first absorption law for consecutive coordinates, as an array would store them.

`asym_average` proves the averaging step. `asym_tensor_left` and `asym_tensor_right` apply it to permutations built with `Equiv.Perm.sumCongr`, the Lean form of $s\oplus1$ and $1\oplus s$. `asym_relabel` shows that renaming commutes with antisymmetrization, and `asym_tensor_smul` moves the prefactors outside. `wedge_assoc` combines these with the factorial identity; `slater_eq` and `wedge_slater` carry out the determinant calculation.

The substitution $r=st$ is `Equiv.sum_comp`, which says that a finite sum is unchanged when its index runs through a bijection. Here the bijection is `Equiv.mulRight t`, sending `s` to `s * t`. The same lemma, with `e.permCongr`, transports the permutations in `asym_relabel`.

## Pointwise equality and the norm of the state

The theorems are equalities of function values for any set `X`. With `X` a set of orbital indices, they apply equally to coefficient tensors.

The step left to the application is normalization in Hilbert space: "normalized" refers here to the prefactor, and no inner product appears. Two unit-norm determinants that share an orbital have wedge product zero, since the joined determinant has two equal columns. For two determinants, the wedge product is a unit vector if the joined list of orbitals is orthonormal; in general its squared norm is the determinant of the overlap matrix of that list.
